# The recursive current of a charged line equals the sum over its photon orderings

A charged line absorbs $n$ photons at tree level. Let $v_i$ be the vertex factor of photon $i$ (not an antiparticle spinor) and $D(S)$ the propagator after the photons in $S$ have been absorbed. Define

$$J(\emptyset)=1,\qquad J(S)=D(S)\sum_{i\in S}v_i\,J(S\setminus i)\quad(S\neq\emptyset).$$

Then, with $S_k=\{\sigma(k),\dots,\sigma(n-1)\}$,

$$J(\{0,\dots,n-1\})=\sum_{\sigma}D(S_0)v_{\sigma(0)}D(S_1)v_{\sigma(1)}\cdots D(S_{n-1})v_{\sigma(n-1)},$$

where $\sigma$ runs over all $n!$ orderings. The factors need not commute, so they may be Dirac matrices. For $n\ge1$ the recursion has $n2^{n-1}$ summands in total.

A Monte Carlo integration of a cross-section can involve evaluating such amplitudes at many phase-space points. The result applies there to a single line whose vertex factors do not depend on the line's momentum, as in spinor QED. From five photons on, the recursion has fewer summands than there are orderings, provided that each $J(S)$ is stored once computed.

## Orderings, counting and the eikonal case by hand

Write $A(\sigma)$ for the ordered product belonging to an ordering $\sigma$ of $S$. The claim $J(S)=\sum_\sigma A(\sigma)$ follows by induction on $|S|$. For $S=\emptyset$ there is one ordering, with empty product $1$. Otherwise

$$J(S)=D(S)\sum_{i\in S}v_i\sum_\tau A(\tau)=\sum_{i\in S}\sum_\tau D(S)\,v_i\,A(\tau),$$

with $\tau$ an ordering of $S\setminus i$. Each summand is $A(\sigma)$ for the ordering $\sigma$ that puts $i$ before $\tau$, and every ordering of $S$ arises exactly once.

The summands of the recursion are the pairs $(S,i)$ with $i\in S$, so their number is $\sum_S|S|$. Complementation gives $\sum_S|S|=\sum_S|S^c|$. The two sums add up to $n2^n$, so each is $n2^{n-1}$.

For $n\ge1$, $n2^{n-1}<n!$ means $2^{n-1}<(n-1)!$. This fails for $n=1,2,3,4$ and holds for $n=5$, where $16<24$. From there each step doubles the left side and multiplies the right by at least $5$.

Now take commuting factors and $D(S)=1/\sum_{i\in S}x_i$ for nonempty $S$, with all these sums nonzero. The claim is $J(S)=\prod_{j\in S}v_j/x_j$, again by induction on $|S|$; for $S=\emptyset$ both sides are $1$. If $J(S\setminus i)=\prod_{j\in S\setminus i}v_j/x_j$, then $v_iJ(S\setminus i)=x_i\prod_{j\in S}v_j/x_j$. Summing over $i$ produces $\sum_{i\in S} x_i$, which the propagator cancels, so $J(S)=\prod_{j\in S}v_j/x_j$.

## Currents and diagrams in Lean

Photon labels have type `ι`, and the factors lie in a semiring `R`.

```lean
import Mathlib

namespace PhotonCurrentRecursion

variable {ι R : Type*} [DecidableEq ι] [Semiring R]
```

Here `current` means the off-shell line $J$, not the conserved current $j^\mu$. The value $1$ leaves the incoming spinor to be multiplied on from the right. Since `D` is arbitrary, setting it to $1$ on the full set amputates the last propagator. Inserting the QED Feynman rules for `v` and `D` is the step left to the reader.

```lean
/-- The off-shell current of a charged line that has absorbed the photons in `S`: it is `1` for
no photons, and otherwise the propagator `D S` times the sum over the photon absorbed last. -/
def current (v : ι → R) (D : Finset ι → R) (S : Finset ι) : R :=
  if S = ∅ then 1 else D S * ∑ i : S, v i * current v D (S.erase i)
termination_by S.card
decreasing_by exact Finset.card_erase_lt_of_mem i.2
```

In `diagram`, `f 0` is the photon absorbed last, and the image of `Finset.Ici k` is $S_k$.

```lean
/-- The ordered vertex-propagator product of one diagram. The photon `f 0` is absorbed last and
stands leftmost; each propagator carries the photons absorbed up to that point. -/
def diagram {n : ℕ} (v : ι → R) (D : Finset ι → R) (f : Fin n → ι) : R :=
  (List.ofFn fun k => D ((Finset.Ici k).image f) * v (f k)).prod

/-- The summands of the recursion for `n` photons: one pair `(S, i)` for each subset `S` and
each photon `i` in `S`. -/
def recursionTerms (n : ℕ) : Finset ((_ : Finset (Fin n)) × Fin n) :=
  Finset.univ.sigma fun S => S
```

Two lemmas recover the defining equations of $J$.

```lean
/-- The current without photons is `1`. -/
theorem current_empty (v : ι → R) (D : Finset ι → R) : current v D ∅ = 1 := by
  rw [current, if_pos rfl]

/-- The recursion for the current of a nonempty set of photons. -/
theorem current_rec (v : ι → R) (D : Finset ι → R) {S : Finset ι} (hS : S.Nonempty) :
    current v D S = D S * ∑ i ∈ S, v i * current v D (S.erase i) := by
  rw [current, if_neg hS.ne_empty]
  congr 1
  exact Finset.sum_coe_sort S (fun i => v i * current v D (S.erase i))
```

The next lemma is $A(\sigma)=D(S)\,v_i\,A(\tau)$. Its main point, `hs`, is that removing the leftmost photon leaves the later sets $S_k$ unchanged.

```lean
/-- A diagram is its last propagator and vertex times the diagram of the remaining photons. -/
theorem diagram_succ {n : ℕ} (v : ι → R) (D : Finset ι → R) (f : Fin (n + 1) → ι) :
    diagram v D f =
      D (Finset.univ.image f) * v (f 0) * diagram v D (fun k : Fin n => f k.succ) := by
  have h0 : Finset.Ici (0 : Fin (n + 1)) = Finset.univ := by
    ext k
    simp
  have hs : ∀ k : Fin n,
      (Finset.Ici k.succ).image f = (Finset.Ici k).image (fun j => f j.succ) := by
    intro k
    ext a
    simp only [Finset.mem_image, Finset.mem_Ici]
    constructor
    · rintro ⟨j, hj, rfl⟩
      cases j using Fin.cases with
      | zero => exact absurd hj (not_le_of_gt (Fin.succ_pos k))
      | succ l => exact ⟨l, Fin.succ_le_succ_iff.mp hj, rfl⟩
    · rintro ⟨l, hl, rfl⟩
      exact ⟨l.succ, Fin.succ_le_succ_iff.mpr hl, rfl⟩
  simp only [diagram, List.ofFn_succ, List.prod_cons, h0, hs]
```

## Splitting a permutation with `decomposeFin`

The bijection between orderings $\sigma$ and pairs $(i,\tau)$ is `Equiv.Perm.decomposeFin`, which identifies permutations of `Fin (n + 1)` with pairs `(p, τ)`. The permutation built from `(p, τ)` sends `0` to `p` and `k.succ` to `Equiv.swap 0 p (τ k).succ`.

The remaining photons are thus labelled through a swap, which need not list them in increasing order. The induction is therefore stated for every injective labelling `f`. In the proof, `himg` identifies the remaining set, `ih` expands its current, and `diagram_succ` reassembles the diagram.

```lean
/-- For photons labelled without repetition by `f`, the current is the sum of the diagrams over
all orderings of the labels. -/
theorem current_image (v : ι → R) (D : Finset ι → R) (n : ℕ) :
    ∀ f : Fin n → ι, Function.Injective f →
      current v D (Finset.univ.image f) =
        ∑ σ : Equiv.Perm (Fin n), diagram v D (fun k => f (σ k)) := by
  induction n with
  | zero =>
    intro f _
    simp [current_empty, diagram]
  | succ n ih =>
    intro f hf
    have hne : (Finset.univ.image f).Nonempty :=
      ⟨f 0, Finset.mem_image_of_mem f (Finset.mem_univ 0)⟩
    -- split each ordering into the last photon `p` and an ordering `τ` of the others
    rw [current_rec v D hne, Finset.sum_image hf.injOn,
      ← Equiv.sum_comp Equiv.Perm.decomposeFin.symm, Fintype.sum_prod_type, Finset.mul_sum]
    refine Finset.sum_congr rfl fun p _ => ?_
    have hg : Function.Injective (fun k : Fin n => f (Equiv.swap 0 p k.succ)) :=
      fun a b h => Fin.succ_injective n ((Equiv.swap 0 p).injective (hf h))
    have himg : (Finset.univ.image f).erase (f p) =
        Finset.univ.image (fun k : Fin n => f (Equiv.swap 0 p k.succ)) := by
      ext a
      simp only [Finset.mem_erase, Finset.mem_image, Finset.mem_univ, true_and]
      constructor
      · rintro ⟨ha, j, rfl⟩
        obtain ⟨m, rfl⟩ := (Equiv.swap 0 p).surjective j
        cases m using Fin.cases with
        | zero => exact absurd (by rw [Equiv.swap_apply_left]) ha
        | succ l => exact ⟨l, rfl⟩
      · rintro ⟨l, rfl⟩
        refine ⟨fun h => ?_, _, rfl⟩
        exact Fin.succ_ne_zero l ((Equiv.swap 0 p).injective
          ((hf h).trans (Equiv.swap_apply_left 0 p).symm))
    -- the induction hypothesis expands the current of the other photons
    rw [himg, ih _ hg, ← mul_assoc, Finset.mul_sum]
    refine Finset.sum_congr rfl fun τ _ => ?_
    have him : Finset.univ.image (fun k => f (Equiv.Perm.decomposeFin.symm (p, τ) k)) =
        Finset.univ.image f := by
      ext a
      simp only [Finset.mem_image, Finset.mem_univ, true_and]
      exact ((Equiv.Perm.decomposeFin.symm (p, τ)).surjective.exists
        (p := fun j => f j = a)).symm
    rw [diagram_succ, him, Equiv.Perm.decomposeFin_symm_apply_zero]
    simp only [Equiv.Perm.decomposeFin_symm_apply_succ]
```

Taking `f` to be the identity gives the result for all $n$ photons.

```lean
/-- The recursive current of all `n` photons equals the sum of the ordered vertex-propagator
products over all permutations of the photons. -/
theorem current_eq_sum_orderings {n : ℕ} (v : Fin n → R) (D : Finset (Fin n) → R) :
    current v D Finset.univ = ∑ σ : Equiv.Perm (Fin n), diagram v D σ := by
  have h := current_image v D n id Function.injective_id
  rw [Finset.image_id] at h
  exact h
```

## Fewer summands from five photons on

The count is stated for `n + 1` photons, which avoids subtraction in the exponent. `hcompl` and `hsum` are the two complement identities.

```lean
/-- For `n + 1` photons the recursion has `(n + 1) 2 ^ n` summands in total. -/
theorem card_recursionTerms (n : ℕ) : (recursionTerms (n + 1)).card = (n + 1) * 2 ^ n := by
  -- a subset and its complement together contain every photon once
  have hcompl : ∑ S : Finset (Fin (n + 1)), Sᶜ.card = ∑ S : Finset (Fin (n + 1)), S.card :=
    compl_involutive.bijective.sum_comp (fun S : Finset (Fin (n + 1)) => S.card)
  have hsum : ∑ S : Finset (Fin (n + 1)), (S.card + Sᶜ.card) = (n + 1) * 2 ^ (n + 1) := by
    simp only [Finset.card_add_card_compl, Finset.sum_const, Finset.card_univ,
      Fintype.card_finset, Fintype.card_fin, smul_eq_mul]
    ring
  rw [Finset.sum_add_distrib, hcompl, pow_succ] at hsum
  rw [recursionTerms, Finset.card_sigma]
  linarith
```

The comparison cancels the common factor `n + 1`, checks the small cases, and proceeds by induction from `n = 4`.

```lean
/-- For `n + 1` photons the recursion has fewer summands than there are photon orderings
exactly when `n + 1` is at least five. -/
theorem recursion_shorter_iff (n : ℕ) :
    (recursionTerms (n + 1)).card < Fintype.card (Equiv.Perm (Fin (n + 1))) ↔ 5 ≤ n + 1 := by
  rw [card_recursionTerms, Fintype.card_perm, Fintype.card_fin, Nat.factorial_succ,
    Nat.mul_lt_mul_left (Nat.succ_pos n)]
  constructor
  · intro h
    by_contra hn
    have hlt : n < 4 := by omega
    interval_cases n <;> simp [Nat.factorial] at h
  · intro h
    have h4 : 4 ≤ n := by omega
    clear h
    induction n, h4 using Nat.le_induction with
    | base => norm_num [Nat.factorial]
    | succ m hm ih =>
      have h2 := Nat.mul_le_mul_right m.factorial (show 2 ≤ m + 1 by omega)
      rw [pow_succ, Nat.factorial_succ]
      linarith
```

## The eikonal identity

For soft photons absorbed by an incoming on-shell line of momentum $p$ before a hard interaction, $x_i$ stands for $p\cdot k_i$ and $v_i$ for $p\cdot\varepsilon_i$, up to constants. The hypothesis `hx` says that the eikonal denominator does not vanish for any nonempty set of photons.

```lean
/-- The scalar eikonal propagator, the inverse of the sum of the `x i` over the absorbed
photons, for sets on which this sum is nonzero. -/
def eikonalPropagator {K : Type*} [Field K] (x : ι → K) (S : Finset ι) : K :=
  (∑ i ∈ S, x i)⁻¹
```

Strong induction on `S` follows the hand calculation, with `hterm` as the identity for $v_iJ(S\setminus i)$.

```lean
/-- With eikonal propagators the current factorises into one factor `v i / x i` per photon,
provided that no sum of the `x i` over a nonempty set of photons vanishes. -/
theorem current_eikonal {K : Type*} [Field K] (v x : ι → K)
    (hx : ∀ T : Finset ι, T.Nonempty → ∑ i ∈ T, x i ≠ 0) (S : Finset ι) :
    current v (eikonalPropagator x) S = ∏ i ∈ S, v i / x i := by
  induction S using Finset.strongInduction with
  | H S ih =>
    rcases S.eq_empty_or_nonempty with rfl | hS
    · simp [current_empty]
    -- each choice of the last photon gives the full product times `x i`
    have hterm : ∀ i ∈ S, v i * current v (eikonalPropagator x) (S.erase i) =
        x i * ∏ j ∈ S, v j / x j := by
      intro i hi
      have hxi : x i ≠ 0 := by simpa using hx {i} (Finset.singleton_nonempty i)
      have h : x i * (v i / x i) = v i := by field_simp
      rw [ih _ (Finset.erase_ssubset hi),
        ← Finset.mul_prod_erase S (fun j => v j / x j) hi, ← mul_assoc, h]
    rw [current_rec _ _ hS, Finset.sum_congr rfl hterm, ← Finset.sum_mul, ← mul_assoc,
      eikonalPropagator, inv_mul_cancel₀ (hx S hS), one_mul]
```

Combining this with the sum over orderings gives

$$\sum_\sigma\prod_{k=0}^{n-1}\frac{v_{\sigma(k)}}{x_{\sigma(k)}+\cdots+x_{\sigma(n-1)}}=\prod_{i=0}^{n-1}\frac{v_i}{x_i}.$$

In this approximation, which neglects recoil and spin, the photons couple independently.

```lean
/-- The eikonal identity: the sum over all photon orderings of the diagrams with eikonal
propagators is a product of single-photon factors, provided that no sum of the `x i` over a
nonempty set of photons vanishes. -/
theorem eikonal_identity {K : Type*} [Field K] {n : ℕ} (v x : Fin n → K)
    (hx : ∀ T : Finset (Fin n), T.Nonempty → ∑ i ∈ T, x i ≠ 0) :
    ∑ σ : Equiv.Perm (Fin n), diagram v (eikonalPropagator x) σ = ∏ i, v i / x i := by
  rw [← current_eq_sum_orderings, current_eikonal v x hx]

end PhotonCurrentRecursion
```

```lean
#print axioms PhotonCurrentRecursion.current_eq_sum_orderings
-- 'PhotonCurrentRecursion.current_eq_sum_orderings' depends on axioms: [propext, Classical.choice, Quot.sound]
#print axioms PhotonCurrentRecursion.recursion_shorter_iff
-- 'PhotonCurrentRecursion.recursion_shorter_iff' depends on axioms: [propext, Classical.choice, Quot.sound]
#print axioms PhotonCurrentRecursion.eikonal_identity
-- 'PhotonCurrentRecursion.eikonal_identity' depends on axioms: [propext, Classical.choice, Quot.sound]
```
